# For a rotation Q of three-dimensional space other than the identity, the adjugate of Q − 1 is nonzero

A proper rotation of three-dimensional space is described by a real 3 × 3 matrix `Q` with `Qᵀ * Q = 1` and determinant 1. The lemma says that if such a `Q` is not the identity, then the adjugate of `Q - 1` is not the zero matrix. The attempt supposes that this adjugate does vanish and uses `adjugate Q = Qᵀ` to show that its trace is 3 − tr `Q`, so that tr `Q` = 3. Together with the unit length of the columns of `Q`, this should make the squared entries of `Q - 1` sum to zero, which forces `Q = 1`, a contradiction.

The first attempt, which Lean rejects:

```lean
import Mathlib

open Matrix

namespace AdjugateSubOneNeZero

/-- If `Q` is orthogonal with determinant 1 and is not the identity, then the adjugate of
`Q - 1` is nonzero. -/
theorem adjugate_sub_one_ne_zero {Q : Matrix (Fin 3) (Fin 3) ℝ} (hQ : Qᵀ * Q = 1)
    (hd : Q.det = 1) (hne : Q ≠ 1) : adjugate (Q - 1) ≠ 0 := by
  intro hz
  apply hne
  have hadj : adjugate Q = Qᵀ := by
    calc adjugate Q = (Qᵀ * Q) * adjugate Q := by rw [hQ, one_mul]
      _ = Qᵀ := by rw [mul_assoc, mul_adjugate, hd, one_smul, mul_one]
  have ht : trace (adjugate Q) = trace Q := by rw [hadj, trace_transpose]
  -- the trace of the adjugate of Q - 1 is 3 - tr Q
  have h3 : trace (adjugate (Q - 1)) = 3 - trace Q := by
    simp [adjugate_fin_three, trace_fin_three, Matrix.one_apply] at ht ⊢
    linear_combination ht
  rw [hz, trace_zero, trace_fin_three] at h3
  have h0 := congrFun (congrFun hQ 0) 0
  have h1 := congrFun (congrFun hQ 1) 1
  have h2 := congrFun (congrFun hQ 2) 2
  simp [Matrix.mul_apply, Fin.sum_univ_three] at h0 h1 h2
  -- with trace 3, the squared entries of Q - 1 add up to zero
  have hs : ∑ i, ∑ j, (Q i j - (1 : Matrix (Fin 3) (Fin 3) ℝ) i j) ^ 2 = 0 := by
    simp [Fin.sum_univ_three, Matrix.one_apply]
    linear_combination h0 + h1 + h2 + 2 * h3
  have hi := (Finset.sum_eq_zero_iff_of_nonneg (by intros; positivity)).mp hs
  ext i j
  have hij := (Finset.sum_eq_zero_iff_of_nonneg (by intros; positivity)).mp
    (hi i (Finset.mem_univ i)) j (Finset.mem_univ j)
  exact sub_eq_zero.mp (pow_eq_zero_iff two_ne_zero |>.mp hij)

end AdjugateSubOneNeZero
```

Messages:

```
Main.lean:29:4: error: ring failed, ring expressions not equal
Q : Matrix (Fin 3) (Fin 3) ℝ
hQ : Qᵀ * Q = 1
hd : Q.det = 1
hne : Q ≠ 1
hz : (Q - 1).adjugate = 0
hadj : Q.adjugate = Qᵀ
ht : Q.adjugate.trace = Q.trace
h3 : 0 = 3 - (Q 0 0 + Q 1 1 + Q 2 2)
h0 : Q 0 0 * Q 0 0 + Q 1 0 * Q 1 0 + Q 2 0 * Q 2 0 = 1
h1 : Q 0 1 * Q 0 1 + Q 1 1 * Q 1 1 + Q 2 1 * Q 2 1 = 1
h2 : Q 0 2 * Q 0 2 + Q 1 2 * Q 1 2 + Q 2 2 * Q 2 2 = 1
⊢ 12 - Q 0 0 * 4 - Q 1 1 * 4 - Q 2 2 * 4 = 0
Main.lean:19:47: warning: This simp argument is unused:
  Matrix.one_apply

Hint: Omit it from the simp argument list.
  [apply] simp [adjugate_fin_three, trace_fin_three] at ht ⊢

Note: This linter can be disabled with `set_option linter.unusedSimpArgs false`
```

What went wrong. The error is a wrong sign in the second `linear_combination`, which must derive the vanishing of the sum of squares from the hypotheses. That tactic subtracts the proposed combination, left side minus right side, from the goal and asks `ring1` to check that nothing remains.

Expanded, the sum of squares is the sum of all squared entries of `Q`, minus 2 tr `Q`, plus 3. Subtracting `h0 + h1 + h2` removes the squares and leaves 6 − 2 tr `Q`. Since `h3` reads `0 = 3 - (Q 0 0 + Q 1 1 + Q 2 2)`, its left side minus its right is tr `Q` − 3, so the coefficient needed is −2. With `+ 2 * h3` the remainder doubles instead of cancelling, to 12 − 4 tr `Q`, which is the expression in the error message. Changing it to `- 2 * h3` makes the remainder zero.

The other change is mere tidying: the warning says that `simp` made no use of `Matrix.one_apply` in the proof of `h3`, so it is dropped there.

After these edits no error is left:

```diff
@@ -17,5 +17,5 @@
   -- the trace of the adjugate of Q - 1 is 3 - tr Q
   have h3 : trace (adjugate (Q - 1)) = 3 - trace Q := by
-    simp [adjugate_fin_three, trace_fin_three, Matrix.one_apply] at ht ⊢
+    simp [adjugate_fin_three, trace_fin_three] at ht ⊢
     linear_combination ht
   rw [hz, trace_zero, trace_fin_three] at h3
@@ -27,5 +27,5 @@
   have hs : ∑ i, ∑ j, (Q i j - (1 : Matrix (Fin 3) (Fin 3) ℝ) i j) ^ 2 = 0 := by
     simp [Fin.sum_univ_three, Matrix.one_apply]
-    linear_combination h0 + h1 + h2 + 2 * h3
+    linear_combination h0 + h1 + h2 - 2 * h3
   have hi := (Finset.sum_eq_zero_iff_of_nonneg (by intros; positivity)).mp hs
   ext i j
```
